# Green strain and the change of the lattice metric under a homogeneous deformation

## Physical setting

After a variable-cell relaxation one has two sets of lattice vectors, the starting cell A and the relaxed cell A′, and wants the strain between them. The relaxed cell may be rotated against the starting one, so the Cartesian components of the vectors cannot be compared directly. One forms the two metric tensors G = AᵀA and G′ = A′ᵀA′, which hold only lengths and angles, and evaluates

    E = ½ A⁻ᵀ (G′ − G) A⁻¹.

This step is sound if the formula returns the Green strain of the deformation that carries A to A′, if a rigid rotation of the final cell leaves E alone, and if E vanishes only when no length or angle has changed.

The lattice vectors a₁, …, aₙ are the columns of the real matrix A, so that Gᵢⱼ = aᵢ · aⱼ. A homogeneous deformation is a matrix F that sends every vector x to Fx, hence the cell A to A′ = FA. Its Green strain is

    E(F) = ½ (FᵀF − 1).

A stretch by the factor 1 + δ along the first axis gives E₁₁ = δ + δ²/2. The simple shear with rows (1, γ) and (0, 1) gives E₁₁ = 0, E₁₂ = E₂₁ = γ/2 and E₂₂ = γ²/2, so the off-diagonal entries are tensor shears, half the engineering shear γ.

In electronic-structure work the same algebra enters when the total energy of a periodic cell is tabulated against strain to extract elastic constants, with the restriction that E describes only the homogeneous deformation of the cell and says nothing about how atoms move inside it.

## Statement

F, F₁, F₂ and Q are real n × n matrices, x and y are real n-vectors, and Q is called orthogonal when QᵀQ = 1.

1. For any family of column vectors A, G(FA) − G(A) = 2 AᵀE(F)A.
2. If A is square and det A ≠ 0, then E(F) = ½ A⁻ᵀ (G(FA) − G(A)) A⁻¹.
3. (Fx) · (Fy) − x · y = 2 x · E(F)y.
4. If Q is orthogonal, E(QF) = E(F).
5. If det F₁ ≠ 0, then E(F₂) = E(F₁) exactly when F₂ = QF₁ for some orthogonal Q.
6. E(F) = 0 exactly when F is orthogonal, and also exactly when (Fx) · (Fx) = x · x for every x.
7. If det A ≠ 0, then G(FA) = G(A) exactly when F is orthogonal.
8. For A = diag(1, 0) and F = diag(1, 2) the metric is unchanged and F is not orthogonal, so statement 7 fails for this singular cell.

## Derivation

Every step uses the definition in the form

    2E = FᵀF − 1.

For statement 1, the transpose of a product reverses the order of the factors, so

    G′ = (FA)ᵀ(FA) = AᵀFᵀFA,

    G′ − G = AᵀFᵀFA − AᵀA = Aᵀ(FᵀF − 1)A = 2 AᵀEA.

No inverse occurs, and A need not be square. Entry by entry the identity reads G′ᵢⱼ − Gᵢⱼ = 2 aᵢ · Eaⱼ.

For statement 2, let A be invertible. From AA⁻¹ = 1, transposition gives A⁻ᵀAᵀ = 1, where A⁻ᵀ means (A⁻¹)ᵀ. Multiplying statement 1 by A⁻ᵀ on the left and A⁻¹ on the right,

    A⁻ᵀ(G′ − G)A⁻¹ = 2 (A⁻ᵀAᵀ) E (AA⁻¹) = 2E,

and division by 2 gives the formula.

For statement 3, move F across the scalar product and insert FᵀF = 1 + 2E:

    (Fx) · (Fy) = x · FᵀFy = x · y + 2 x · Ey.

For statement 4, the factor QᵀQ appears in the middle of the product:

    (QF)ᵀ(QF) = Fᵀ(QᵀQ)F = FᵀF.

The strain depends on F through FᵀF alone, so E(QF) = E(F).

For statement 5, one direction is statement 4. For the other, equal strains give F₂ᵀF₂ − 1 = F₁ᵀF₁ − 1, so F₂ᵀF₂ = F₁ᵀF₁. Put Q = F₂F₁⁻¹. Then

    QᵀQ = F₁⁻ᵀ(F₂ᵀF₂)F₁⁻¹ = F₁⁻ᵀ(F₁ᵀF₁)F₁⁻¹ = (F₁F₁⁻¹)ᵀ(F₁F₁⁻¹) = 1,

    QF₁ = F₂(F₁⁻¹F₁) = F₂.

For the first half of statement 6, E = 0 gives FᵀF − 1 = 2E = 0, and FᵀF = 1 gives E = ½ · 0 = 0. For the second half, if E = 0 then statement 3 with y = x gives (Fx) · (Fx) = x · x. Conversely, suppose all squared lengths are kept. Apply this to x + y and expand both sides using the symmetry of the scalar product:

    (Fx) · (Fx) + 2 (Fx) · (Fy) + (Fy) · (Fy) = x · x + 2 x · y + y · y.

The first and last terms on the left equal the first and last terms on the right by the assumption applied to x and to y. What remains is (Fx) · (Fy) = x · y, and statement 3 turns this into x · Ey = 0 for all x and y. With the basis vectors x = eᵢ and y = eⱼ,

    Eᵢⱼ = eᵢ · Eeⱼ = 0.

For statement 7, by statement 6 it suffices to show that G′ = G exactly when E = 0. If G′ = G, statement 2 gives E = ½ A⁻ᵀ · 0 · A⁻¹ = 0. If E = 0, statement 1 gives G′ − G = 0. Invertibility of A is used in the first direction only.

For statement 8, diag(1, 2) · diag(1, 0) = diag(1, 0), so the cell and its metric are unchanged, while FᵀF = diag(1, 4) ≠ 1. The stretch acts along a direction that the cell does not span.

## What the formal version assumes

The type `n` is a finite index set labelling Cartesian directions, so the dimension is arbitrary and three dimensions are a special case. The type `m` labels the columns of A. A cell in `metric` and `metric_change` has type `Matrix n m ℝ` with no condition on `m`, which admits two vectors spanning a sheet in three-dimensional space, or any list of interatomic vectors carried along by F. The statements that involve det A or A⁻¹ take `Matrix n n ℝ`.

`metric A` is `Aᵀ * A` and `greenStrain F` is `(1 / 2 : ℝ) • (Fᵀ * F - 1)`, where `•` is multiplication by a number and `1` is the unit matrix. The deformed cell is never a separate object; it is always written `F * A`. For an invertible A any second cell A′ has this form with F = A′A⁻¹. Vectors have type `n → ℝ`, `F *ᵥ x` is Fx and `x ⬝ᵥ y` is the sum of xᵢyᵢ. The Cartesian frame is therefore orthonormal, and E is given in the frame in which the undeformed A is written. Structure files that list lattice vectors as rows hold Aᵀ, and the formulas apply after transposing.

Orthogonality is membership in `Matrix.orthogonalGroup n ℝ`. This group contains reflections as well as rotations, and no theorem assumes det F > 0. A mirror image of the cell has zero Green strain, and statement 5 does not say that Q is a proper rotation. Apart from F₁ in statement 5, the deformation may be singular.

The hypothesis `hA : A.det ≠ 0` is needed in both places where it occurs. For `metric_eq_iff` the counter-example is `degenerate_cell_metric_unchanged`. For `greenStrain_eq_of_metric`, Mathlib sets the inverse of a singular matrix to zero, so without `hA` the right side would vanish and the claim would fail for every F that is not orthogonal. Dropping orthogonality of Q in statement 4 also fails: Q = 2 · 1 and F = 1 give E(QF) = (3/2) · 1 and E(F) = 0.

The relation A′ = FA pairs column j of A′ with column j of A. If a program re-chooses the lattice basis between the two cells, the metric in general changes although the crystal does not (it stays the same only when the new basis has the same lengths and angles as the old one, as after reversing all the vectors), and the formula of statement 2 then returns the strain of a map between two different bases. Integer changes of basis, atomic positions within the cell, strain that varies in space, stress and energy do not appear in the theorems.

Three related facts are given without formal proof in these notes. A factor on the right transforms the strain, E(FQ) = QᵀE(F)Q for orthogonal Q, which corresponds to rotating the reference cell. The small-strain tensor ½(F + Fᵀ) − 1 lacks the invariance of statement 4: for a plane rotation by θ it equals (cos θ − 1) · 1. The hypothesis `hF : F₁.det ≠ 0` serves the construction Q = F₂F₁⁻¹, and the equivalence also holds for singular F₁ by a longer argument that extends an isometry from the range of F₁ to the whole space.

## The Lean file

```lean
import Mathlib

open Matrix

namespace GreenStrain

noncomputable section

variable {n m : Type*} [Fintype n] [DecidableEq n]

/-- Metric tensor `G = Aᵀ A` of a cell whose lattice vectors are the columns of `A`. -/
def metric (A : Matrix n m ℝ) : Matrix m m ℝ := Aᵀ * A

/-- Green strain `E = (Fᵀ F - 1) / 2` of a homogeneous deformation `F`. -/
def greenStrain (F : Matrix n n ℝ) : Matrix n n ℝ := (1 / 2 : ℝ) • (Fᵀ * F - 1)

/-- A real square matrix is orthogonal exactly when `Qᵀ Q = 1`. -/
theorem mem_orthogonal_iff (Q : Matrix n n ℝ) :
    Q ∈ Matrix.orthogonalGroup n ℝ ↔ Qᵀ * Q = 1 := by
  exact Matrix.mem_orthogonalGroup_iff' n ℝ

/-- Twice the Green strain is `Fᵀ F - 1`. -/
theorem two_smul_greenStrain (F : Matrix n n ℝ) :
    (2 : ℝ) • greenStrain F = Fᵀ * F - 1 := by
  have h : (2 : ℝ) * (1 / 2) = 1 := by norm_num
  rw [greenStrain, smul_smul, h, one_smul]

/-- Under the deformation `A' = F A` the metric changes by `G' - G = 2 Aᵀ E A`,
for any family of column vectors `A`. -/
theorem metric_change (F : Matrix n n ℝ) (A : Matrix n m ℝ) :
    metric (F * A) - metric A = (2 : ℝ) • (Aᵀ * greenStrain F * A) := by
  -- move the factor 2 onto the strain, then expand
  rw [← Matrix.smul_mul, ← Matrix.mul_smul, two_smul_greenStrain]
  simp only [metric, Matrix.transpose_mul, Matrix.mul_sub, Matrix.sub_mul, Matrix.mul_one,
    Matrix.mul_assoc]

/-- For an invertible cell the Green strain is `E = A⁻ᵀ (G' - G) A⁻¹ / 2`. -/
theorem greenStrain_eq_of_metric (F A : Matrix n n ℝ) (hA : A.det ≠ 0) :
    greenStrain F = (1 / 2 : ℝ) • ((A⁻¹)ᵀ * (metric (F * A) - metric A) * A⁻¹) := by
  have h1 : A * A⁻¹ = 1 := Matrix.mul_nonsing_inv A (isUnit_iff_ne_zero.mpr hA)
  have h2 : (A⁻¹)ᵀ * Aᵀ = 1 := by
    rw [← Matrix.transpose_mul, h1, Matrix.transpose_one]
  -- the inverse cell removes the factors Aᵀ and A around the strain
  have h3 : (A⁻¹)ᵀ * (Aᵀ * greenStrain F * A) * A⁻¹ = greenStrain F := by
    calc (A⁻¹)ᵀ * (Aᵀ * greenStrain F * A) * A⁻¹
        = ((A⁻¹)ᵀ * Aᵀ) * greenStrain F * (A * A⁻¹) := by simp only [Matrix.mul_assoc]
      _ = greenStrain F := by rw [h1, h2, Matrix.one_mul, Matrix.mul_one]
  have h4 : (1 / 2 : ℝ) * 2 = 1 := by norm_num
  rw [metric_change, Matrix.mul_smul, Matrix.smul_mul, h3, smul_smul, h4, one_smul]

/-- The scalar product of two vectors changes under `F` by `2 x · E y`. -/
theorem dotProduct_change (F : Matrix n n ℝ) (x y : n → ℝ) :
    (F *ᵥ x) ⬝ᵥ (F *ᵥ y) - x ⬝ᵥ y = 2 * (x ⬝ᵥ (greenStrain F *ᵥ y)) := by
  have h1 : (F *ᵥ x) ⬝ᵥ (F *ᵥ y) = x ⬝ᵥ ((Fᵀ * F) *ᵥ y) := by
    rw [← Matrix.mulVec_mulVec, Matrix.dotProduct_mulVec x Fᵀ, Matrix.vecMul_transpose]
  have hF : Fᵀ * F = 1 + (greenStrain F + greenStrain F) := by
    rw [← two_smul ℝ (greenStrain F), two_smul_greenStrain]
    abel
  rw [h1, hF]
  simp only [Matrix.add_mulVec, Matrix.one_mulVec, dotProduct_add]
  ring

/-- The Green strain is unchanged by `F ↦ Q F` with `Q` orthogonal. -/
theorem greenStrain_orthogonal_mul (Q F : Matrix n n ℝ)
    (hQ : Q ∈ Matrix.orthogonalGroup n ℝ) :
    greenStrain (Q * F) = greenStrain F := by
  have h := (mem_orthogonal_iff Q).mp hQ
  -- Qᵀ Q cancels in the middle of the product
  have h1 : (Q * F)ᵀ * (Q * F) = Fᵀ * F := by
    rw [Matrix.transpose_mul, Matrix.mul_assoc, ← Matrix.mul_assoc Qᵀ, h, Matrix.one_mul]
  unfold greenStrain
  rw [h1]

/-- For invertible `F₁`, a deformation `F₂` has the same Green strain as `F₁` exactly when
`F₂ = Q F₁` for some orthogonal `Q`. -/
theorem greenStrain_eq_iff (F₁ F₂ : Matrix n n ℝ) (hF : F₁.det ≠ 0) :
    greenStrain F₂ = greenStrain F₁ ↔ ∃ Q ∈ Matrix.orthogonalGroup n ℝ, F₂ = Q * F₁ := by
  have hu : IsUnit F₁.det := isUnit_iff_ne_zero.mpr hF
  constructor
  · intro h
    have hc : F₂ᵀ * F₂ = F₁ᵀ * F₁ := by
      have h1 := two_smul_greenStrain F₁
      have h2 := two_smul_greenStrain F₂
      rw [h, h1] at h2
      exact (sub_left_inj.mp h2).symm
    have hinv : F₁ * F₁⁻¹ = 1 := Matrix.mul_nonsing_inv F₁ hu
    -- the orthogonal factor is F₂ F₁⁻¹
    refine ⟨F₂ * F₁⁻¹, ?_, ?_⟩
    · rw [mem_orthogonal_iff]
      calc (F₂ * F₁⁻¹)ᵀ * (F₂ * F₁⁻¹)
          = (F₁⁻¹)ᵀ * (F₂ᵀ * F₂) * F₁⁻¹ := by
            simp only [Matrix.transpose_mul, Matrix.mul_assoc]
        _ = (F₁ * F₁⁻¹)ᵀ * (F₁ * F₁⁻¹) := by
            rw [hc]
            simp only [Matrix.transpose_mul, Matrix.mul_assoc]
        _ = 1 := by rw [hinv, Matrix.transpose_one, Matrix.mul_one]
    · rw [Matrix.mul_assoc, Matrix.nonsing_inv_mul F₁ hu, Matrix.mul_one]
  · rintro ⟨Q, hQ, rfl⟩
    exact greenStrain_orthogonal_mul Q F₁ hQ

/-- The Green strain vanishes exactly when the deformation is orthogonal. -/
theorem greenStrain_eq_zero_iff (F : Matrix n n ℝ) :
    greenStrain F = 0 ↔ F ∈ Matrix.orthogonalGroup n ℝ := by
  rw [mem_orthogonal_iff]
  constructor
  · intro h
    have h2 := two_smul_greenStrain F
    rw [h, smul_zero] at h2
    exact sub_eq_zero.mp h2.symm
  · intro h
    rw [greenStrain, h, sub_self, smul_zero]

/-- The Green strain vanishes exactly when the deformation preserves the squared length
of every vector. -/
theorem greenStrain_eq_zero_iff_lengths (F : Matrix n n ℝ) :
    greenStrain F = 0 ↔ ∀ x : n → ℝ, (F *ᵥ x) ⬝ᵥ (F *ᵥ x) = x ⬝ᵥ x := by
  constructor
  · intro h x
    have h1 := dotProduct_change F x x
    rw [h, Matrix.zero_mulVec, dotProduct_zero, mul_zero] at h1
    exact sub_eq_zero.mp h1
  · intro h
    -- polarisation: preserved lengths give preserved scalar products
    have hxy : ∀ x y : n → ℝ, x ⬝ᵥ (greenStrain F *ᵥ y) = 0 := by
      intro x y
      have h1 := h (x + y)
      have h2 := h x
      have h3 := h y
      have hc1 := dotProduct_comm (F *ᵥ y) (F *ᵥ x)
      have hc2 := dotProduct_comm y x
      have hb := dotProduct_change F x y
      simp only [Matrix.mulVec_add, add_dotProduct, dotProduct_add] at h1
      linarith
    -- matrix entries are the values of the form on basis vectors
    have key : ∀ (M : Matrix n n ℝ) (i j : n),
        (Pi.single i 1 : n → ℝ) ⬝ᵥ (M *ᵥ (Pi.single j 1 : n → ℝ)) = M i j := by
      intro M i j
      rw [single_dotProduct, one_mul]
      change (fun k => M i k) ⬝ᵥ (Pi.single j 1 : n → ℝ) = M i j
      rw [dotProduct_single, mul_one]
    ext i j
    exact (key _ i j).symm.trans (hxy _ _)

/-- For an invertible cell the metric is unchanged by the deformation exactly when the
deformation is orthogonal. -/
theorem metric_eq_iff (F A : Matrix n n ℝ) (hA : A.det ≠ 0) :
    metric (F * A) = metric A ↔ F ∈ Matrix.orthogonalGroup n ℝ := by
  rw [← greenStrain_eq_zero_iff]
  constructor
  · intro h
    rw [greenStrain_eq_of_metric F A hA, h, sub_self, Matrix.mul_zero, Matrix.zero_mul,
      smul_zero]
  · intro h
    have h1 := metric_change F A
    rw [h, Matrix.mul_zero, Matrix.zero_mul, smul_zero] at h1
    exact sub_eq_zero.mp h1

/-- For the degenerate cell `diag(1, 0)` the stretch `diag(1, 2)` leaves the metric unchanged
although it is not orthogonal. -/
theorem degenerate_cell_metric_unchanged :
    metric ((!![1, 0; 0, 2] : Matrix (Fin 2) (Fin 2) ℝ) *
        (!![1, 0; 0, 0] : Matrix (Fin 2) (Fin 2) ℝ))
      = metric (!![1, 0; 0, 0] : Matrix (Fin 2) (Fin 2) ℝ) ∧
    (!![1, 0; 0, 2] : Matrix (Fin 2) (Fin 2) ℝ) ∉ Matrix.orthogonalGroup (Fin 2) ℝ := by
  constructor
  · -- the stretch acts along the direction the cell does not span
    have h : (!![1, 0; 0, 2] : Matrix (Fin 2) (Fin 2) ℝ) *
        (!![1, 0; 0, 0] : Matrix (Fin 2) (Fin 2) ℝ) = !![1, 0; 0, 0] := by
      ext i j
      fin_cases i <;> fin_cases j <;> simp [Matrix.mul_apply, Fin.sum_univ_two]
    rw [h]
  · rw [mem_orthogonal_iff]
    intro h
    have h2 := congrFun (congrFun h 1) 1
    simp [Matrix.mul_apply, Fin.sum_univ_two] at h2 <;> norm_num at h2

end

end GreenStrain
```

```lean
#print axioms GreenStrain.greenStrain_eq_of_metric
-- 'GreenStrain.greenStrain_eq_of_metric' depends on axioms: [propext, Classical.choice, Quot.sound]
#print axioms GreenStrain.greenStrain_eq_zero_iff_lengths
-- 'GreenStrain.greenStrain_eq_zero_iff_lengths' depends on axioms: [propext, Classical.choice, Quot.sound]
#print axioms GreenStrain.metric_eq_iff
-- 'GreenStrain.metric_eq_iff' depends on axioms: [propext, Classical.choice, Quot.sound]
#print axioms GreenStrain.degenerate_cell_metric_unchanged
-- 'GreenStrain.degenerate_cell_metric_unchanged' depends on axioms: [propext, Classical.choice, Quot.sound]
```

## Notes on the proof

`mem_orthogonal_iff` converts membership in the orthogonal group into the equation `Qᵀ * Q = 1`, the form used in every calculation above. `two_smul_greenStrain` is the identity 2E = FᵀF − 1.

`metric_change` runs the hand calculation from the right side. The rewrites with `Matrix.smul_mul` and `Matrix.mul_smul`, used backwards, carry the factor 2 inside the product until it stands next to the strain, where `two_smul_greenStrain` replaces 2E by FᵀF − 1. The `simp only` call then transposes the product FA, distributes over the difference and brackets both sides the same way.

In `greenStrain_eq_of_metric`, `h1` states AA⁻¹ = 1 and `h2` is its transpose. The `calc` block in `h3` regroups the five factors as (A⁻ᵀAᵀ) E (AA⁻¹) and cancels the outer pairs. The last line inserts `metric_change`, pulls the 2 out of the product, applies `h3` and multiplies ½ by 2.

`dotProduct_change` has two ingredients. `h1` is the move of F across the scalar product, (Fx) · (Fy) = x · FᵀFy, done with `Matrix.dotProduct_mulVec` and `Matrix.vecMul_transpose`. `hF` writes FᵀF as `1 + (greenStrain F + greenStrain F)`, a sum in place of a scalar multiple, so that additivity of the matrix-vector product and of the scalar product is enough to expand it. `ring` collects the two equal terms.

`greenStrain_orthogonal_mul` proves (QF)ᵀ(QF) = FᵀF as `h1` by bracketing QᵀQ together, and substitutes this in the definition of the strain.

In the forward direction of `greenStrain_eq_iff`, `hc` obtains F₂ᵀF₂ = F₁ᵀF₁ by writing 2E in both ways and cancelling the unit matrix. The `refine` step names the witness `F₂ * F₁⁻¹` and leaves two goals. The first is orthogonality, and its `calc` block is the displayed chain for QᵀQ, with the use of `hc` and the regrouping into (F₁F₁⁻¹)ᵀ(F₁F₁⁻¹) merged in one step. The second is F₂ = (F₂F₁⁻¹)F₁, which needs the inverse on the other side, `Matrix.nonsing_inv_mul`. In the reverse direction `rintro ⟨Q, hQ, rfl⟩` replaces F₂ by QF₁ and the previous theorem applies.

`greenStrain_eq_zero_iff` passes between E = 0 and FᵀF − 1 = 0 as in the derivation.

`greenStrain_eq_zero_iff_lengths` uses `dotProduct_change F x x` for the easy direction. For the converse, `hxy` is the polarisation step. It collects the assumption at x + y, at x and at y, the symmetry of the two scalar products (`hc1`, `hc2`) and statement 3 (`hb`). After the x + y equation is expanded, x · Ey = 0 is a linear consequence of these six equations, with each scalar product treated as an unknown number, and `linarith` finds the combination. `key` states eᵢ · Meⱼ = Mᵢⱼ for any matrix M, with `Pi.single i 1` as the basis vector eᵢ, and `ext i j` reduces E = 0 to its entries.

`metric_eq_iff` first replaces orthogonality by E = 0, then uses `greenStrain_eq_of_metric` in one direction and `metric_change` in the other. Only the first call receives `hA`.

`degenerate_cell_metric_unchanged` checks FA = A entry by entry, which makes the two metrics the same expression. For the second part it assumes FᵀF = 1 and reads off the entry at row and column index `1`. Indices in `Fin 2` start at zero, so this is the second diagonal entry, and the resulting equation 2 · 2 = 1 is false.
